# Eigenvalues a and −a of a difference of two projectors pair up when a² ≠ 1

A projector is taken here to be a linear map P with P² = P, and nothing more. No inner product is chosen, so P need not be orthogonal: it may project onto its range along any complementary subspace. This covers a case that arises in electronic structure with a non-orthogonal basis: for a single Slater determinant whose orbitals are each purely spin-up or spin-down, the product of the density matrix of one spin channel and the overlap matrix is idempotent but in general not symmetric.

The vector space V lies over an arbitrary field K, and its dimension may be infinite unless a theorem says otherwise. In Lean, `End K V` is the type of linear maps from V to itself, the product `*` is composition, and `1` is the identity map.

```lean
import Mathlib

open Module

namespace ProjectorDifference

noncomputable section

variable {K V : Type*} [Field K] [AddCommGroup V] [Module K V]
```

## Two operators built from P and Q

Let P and Q be two projectors on V. The operator whose eigenvalues are studied is their difference,

A = P − Q.

```lean
/-- The difference `P - Q` of two linear maps. -/
def projDiff (P Q : End K V) : End K V := P - Q
```

Its companion, which will carry an eigenvector of A to its partner, is

B = 1 − P − Q.

Both definitions make sense for any linear maps. Idempotency enters the theorems as the hypotheses `hP : P * P = P` and `hQ : Q * Q = Q`.

```lean
/-- The pairing operator `1 - P - Q` of two linear maps. -/
def pairing (P Q : End K V) : End K V := 1 - P - Q
```

P and Q need not commute, so the order of the factors is kept when the squares are expanded. With P² = P and Q² = Q,

A² = P − PQ − QP + Q,

B² = 1 − 2P − 2Q + P + Q + PQ + QP = 1 − P − Q + PQ + QP.

The mixed products cancel in the sum, which leaves

A² + B² = 1.

In the proof, `simp only` multiplies out and applies idempotency, and `abel` collects the terms using addition alone.

```lean
/-- For two projectors, the squares of the difference and of the pairing operator add up to the
identity. -/
theorem projDiff_sq_add_pairing_sq {P Q : End K V} (hP : P * P = P) (hQ : Q * Q = Q) :
    projDiff P Q * projDiff P Q + pairing P Q * pairing P Q = 1 := by
  simp only [projDiff, pairing, mul_sub, sub_mul, one_mul, mul_one, hP, hQ]
  abel
```

The two mixed products of A and B are

AB = P − P − PQ − Q + QP + Q = QP − PQ,

BA = P − Q − P + PQ − QP + Q = PQ − QP.

Hence AB = −BA, and the same two tactics check it.

```lean
/-- The difference of two projectors anticommutes with their pairing operator. -/
theorem projDiff_anticomm_pairing {P Q : End K V} (hP : P * P = P) (hQ : Q * Q = Q) :
    projDiff P Q * pairing P Q = -(pairing P Q * projDiff P Q) := by
  simp only [projDiff, pairing, mul_sub, sub_mul, one_mul, mul_one, hP, hQ]
  abel
```

## The partner of an eigenvector

Let Ax = ax with x ≠ 0 and a² ≠ 1, and put y = Bx. Anticommutation gives the new eigenvalue:

Ay = ABx = −BAx = −aBx = −ay.

It remains to see that y is not the zero vector. Applying A² + B² = 1 to x gives

B(Bx) = x − A²x = (1 − a²)x.

If Bx were zero, the left side would vanish, and so would (1 − a²)x. Over a field this forces a² = 1 or x = 0, and both are excluded.

The theorem states the two conclusions together: `pairing P Q x` is nonzero, and `projDiff P Q` multiplies it by −a. The first branch of the proof is the argument by contradiction, with `smul_eq_zero` splitting the vanishing product into its two cases. The second branch applies the anticommutation identity to x. For a = 0 the statement remains true but says only that B maps the kernel of A into itself without annihilating any nonzero vector. In a field where 2 = 0, a and −a coincide for every a.

```lean
/-- For idempotent `P` and `Q`, an eigenvector of `P - Q` with eigenvalue `a`, where `a ^ 2 ≠ 1`, is
sent by `1 - P - Q` to an eigenvector with eigenvalue `-a`. -/
theorem eigenvector_pairing {P Q : End K V} (hP : P * P = P) (hQ : Q * Q = Q)
    {a : K} {x : V} (hx : projDiff P Q x = a • x) (hx0 : x ≠ 0) (ha : a ^ 2 ≠ 1) :
    pairing P Q x ≠ 0 ∧ projDiff P Q (pairing P Q x) = (-a) • pairing P Q x := by
  constructor
  · intro h0
    -- applying the pairing operator twice multiplies x by 1 - a²
    have h := LinearMap.congr_fun (projDiff_sq_add_pairing_sq hP hQ) x
    simp only [LinearMap.add_apply, End.mul_apply, End.one_apply, hx, map_smul, h0,
      map_zero, add_zero] at h
    have h1 : (1 - a ^ 2) • x = 0 := by
      linear_combination (norm := module) (-1 : K) • h
    rcases smul_eq_zero.1 h1 with h2 | h2
    · exact ha (sub_eq_zero.1 h2).symm
    · exact hx0 h2
  · -- anticommutation reverses the sign of the eigenvalue
    have h := LinearMap.congr_fun (projDiff_anticomm_pairing hP hQ) x
    simp only [End.mul_apply, LinearMap.neg_apply, hx, map_smul] at h
    rw [h, neg_smul]
```

Idempotency is essential to the sign change. On a one-dimensional real space take P = 1/2 and Q = 0, so that P is not a projector. Then A = 1/2 has the single eigenvalue 1/2, whose square is not 1, and −1/2 is not an eigenvalue. A density matrix with a fractional occupation number likewise fails to be idempotent, and the pairing is then no longer guaranteed.

## Equal multiplicities

The pairing also holds for whole eigenspaces. Write E(a) for the set of vectors x with Ax = ax, and let a² ≠ 1. The map B sends E(a) into E(−a), and it sends no nonzero vector of E(a) to zero. It is therefore injective on E(a), and if V has finite dimension,

dim E(a) ≤ dim E(−a).

In Lean, `End.eigenspace` is E(a) and `finrank` is its dimension. The auxiliary statement `hmap` says that B maps one eigenspace into the other, with the zero vector treated separately because the previous theorem concerns nonzero vectors. Restricting B to these spaces gives the injective map from which the inequality follows.

```lean
/-- For idempotent `P` and `Q` in finite dimension, the eigenspace of `P - Q` for `a` has at most
the dimension of that for `-a`, provided `a ^ 2 ≠ 1`. -/
theorem finrank_eigenspace_le [FiniteDimensional K V] {P Q : End K V}
    (hP : P * P = P) (hQ : Q * Q = Q) {a : K} (ha : a ^ 2 ≠ 1) :
    finrank K (End.eigenspace (projDiff P Q) a) ≤
      finrank K (End.eigenspace (projDiff P Q) (-a)) := by
  have hmap : ∀ x ∈ End.eigenspace (projDiff P Q) a,
      pairing P Q x ∈ End.eigenspace (projDiff P Q) (-a) := by
    intro x hx
    rw [End.mem_eigenspace_iff] at hx ⊢
    by_cases hx0 : x = 0
    · simp [hx0]
    · exact (eigenvector_pairing hP hQ hx hx0 ha).2
  -- the pairing operator embeds one eigenspace into the other
  apply LinearMap.finrank_le_finrank_of_injective (f := (pairing P Q).restrict hmap)
  rw [injective_iff_map_eq_zero]
  intro x hx
  have hx' : pairing P Q (x : V) = 0 := congrArg Subtype.val hx
  by_contra hne
  exact (eigenvector_pairing hP hQ (End.mem_eigenspace_iff.1 x.2)
    (fun h => hne (Subtype.ext h)) ha).1 hx'
```

Since (−a)² = a², the same inequality applies with −a in place of a. It reads dim E(−a) ≤ dim E(a), so the two dimensions are equal. The theorem allows both to be zero, in which case neither a nor −a is an eigenvalue.

```lean
/-- For idempotent `P` and `Q` in finite dimension, the eigenspaces of `P - Q` for `a` and `-a` have
equal dimension, provided `a ^ 2 ≠ 1`. -/
theorem finrank_eigenspace_neg [FiniteDimensional K V] {P Q : End K V}
    (hP : P * P = P) (hQ : Q * Q = Q) {a : K} (ha : a ^ 2 ≠ 1) :
    finrank K (End.eigenspace (projDiff P Q) a) =
      finrank K (End.eigenspace (projDiff P Q) (-a)) := by
  apply le_antisymm (finrank_eigenspace_le hP hQ ha)
  have h := finrank_eigenspace_le hP hQ (a := -a) (by rwa [neg_sq])
  rwa [neg_neg] at h
```

## Where the principal angles enter

For orthogonal projectors on a finite-dimensional real or complex inner product space, the squared cosines of the principal angles between the ranges of P and Q are eigenvalues of PQP on the range of P. The eigenvalues of A determine such numbers by algebra alone.

Start from Px − Qx = ax, written as Px = Qx + ax. Applying Q gives

QPx = Qx + aQx = (1 + a)Qx.

Now apply P, and use Qx = Px − ax:

PQPx = (1 + a)P(Px − ax) = (1 + a)(1 − a)Px = (1 − a²)Px.

For this to be an eigenvector equation, Px must be nonzero. If Px = 0, then Qx = −ax, and the formula for QPx becomes

0 = −(1 + a)ax.

Since x ≠ 0, either a = 0 or a = −1. The hypotheses `ha0 : a ≠ 0` and `ha : a ^ 2 ≠ 1` rule out both.

In the orthogonal case 1 − a² = cos²θ, so |a| = sin θ for a principal angle θ between 0 and π/2, and the partners a and −a belong to the same angle. The theorem itself mentions no angle: it gives the eigenvalue 1 − a² for arbitrary idempotent maps. In its proof, `hQP` is the formula for QPx, and `linear_combination` with `module` performs the rearrangements of vector equations.

```lean
/-- If `P` and `Q` are idempotent and `x` is an eigenvector of `P - Q` with eigenvalue `a` different
from `0` and `±1`, then `P x` is an eigenvector of `P Q` with eigenvalue `1 - a ^ 2`. -/
theorem principal_angle {P Q : End K V} (hP : P * P = P) (hQ : Q * Q = Q)
    {a : K} {x : V} (hx : projDiff P Q x = a • x) (hx0 : x ≠ 0)
    (ha0 : a ≠ 0) (ha : a ^ 2 ≠ 1) :
    P x ≠ 0 ∧ P (Q (P x)) = (1 - a ^ 2) • P x := by
  have hPP : P (P x) = P x := LinearMap.congr_fun hP x
  have hQQ : Q (Q x) = Q x := LinearMap.congr_fun hQ x
  have hd : P x - Q x = a • x := hx
  have hQx : Q x = P x - a • x := by
    linear_combination (norm := module) (-1 : K) • hd
  have hPx : P x = Q x + a • x := by
    linear_combination (norm := module) hd
  -- projecting P x with Q gives a multiple of Q x
  have hQP : Q (P x) = (1 + a) • Q x := by
    rw [hPx, map_add, map_smul, hQQ]
    module
  constructor
  · intro h0
    have h := hQP
    rw [hQx, h0, map_zero] at h
    have h1 : ((1 + a) * a) • x = 0 := by
      linear_combination (norm := module) h
    rcases smul_eq_zero.1 h1 with h2 | h2
    · rcases mul_eq_zero.1 h2 with h3 | h3
      · exact ha (by linear_combination (a - 1) * h3)
      · exact ha0 h3
    · exact hx0 h2
  · rw [hQP, map_smul, hQx, map_sub, map_smul, hPP]
    module
```

## The unpaired eigenvalue 1

The condition a² ≠ 1 is needed, as the choice Q = 0 shows. Then A = P, and every vector Px in the range of P satisfies

A(Px) = P²x = Px.

If P ≠ 0, the eigenvalue 1 therefore occurs. Suppose on the other hand that Py = −y. Applying P once more gives P²y = −Py = y, while idempotency gives P²y = Py = −y. Hence 2y = 0, and y = 0 provided 2 ≠ 0 in the field. So −1 is not an eigenvalue.

The smallest instance is P = 1 on a one-dimensional real space. There B = 1 − P = 0, and the would-be partner of every vector is zero. Physically, this compares one occupied orbital with none.

The theorem states the two facts for any idempotent P. It does not assume P ≠ 0, so its first half gives an actual eigenvector only when P has a nonzero range.

```lean
/-- For idempotent `P` and `Q = 0`, every vector `P x` is kept by `P - Q`, while no nonzero vector
is reversed by it, if `2 ≠ 0` in the field. -/
theorem unpaired_at_one {P : End K V} (hP : P * P = P) (h2 : (2 : K) ≠ 0) :
    (∀ x, projDiff P 0 (P x) = P x) ∧ ∀ y, projDiff P 0 y = -y → y = 0 := by
  have hPP : ∀ x, P (P x) = P x := fun x => LinearMap.congr_fun hP x
  simp only [projDiff, sub_zero]
  refine ⟨hPP, fun y hy => ?_⟩
  have h := hPP y
  rw [hy, map_neg, hy] at h
  have h1 : (2 : K) • y = 0 := by
    linear_combination (norm := module) h
  exact (smul_eq_zero.1 h1).resolve_left h2
```

## Two lines in the plane

A concrete case in which the pairing applies is given by two lines in the real plane. The line at angle θ to the first axis is spanned by the unit vector u = (cos θ, sin θ), and the orthogonal projector onto it is the matrix with entries uᵢuⱼ:

first row: cos²θ, cos θ sin θ

second row: cos θ sin θ, sin²θ

In Lean the plane is `Fin 2 → ℝ`, and `Matrix.toLin'` turns the matrix into a linear map.

```lean
/-- The orthogonal projector of the real plane onto the line at angle `θ` to the first axis. -/
def lineProj (θ : ℝ) : End ℝ (Fin 2 → ℝ) :=
  Matrix.toLin' !![Real.cos θ ^ 2, Real.cos θ * Real.sin θ;
    Real.cos θ * Real.sin θ, Real.sin θ ^ 2]
```

Squaring the matrix multiplies each entry by cos²θ + sin²θ. The upper left entry, for example, is

cos⁴θ + cos²θ sin²θ = cos²θ(cos²θ + sin²θ) = cos²θ.

The identities `e1` to `e4` do this for the four entries, with c for cos θ and s for sin θ.

```lean
/-- The projector onto a line in the plane is idempotent. -/
theorem lineProj_idempotent (θ : ℝ) : lineProj θ * lineProj θ = lineProj θ := by
  have h := Real.sin_sq_add_cos_sq θ
  unfold lineProj
  refine (Matrix.toLin'_mul _ _).symm.trans (congrArg _ ?_)
  generalize Real.cos θ = c at *
  generalize Real.sin θ = s at *
  have e1 : c ^ 2 * c ^ 2 + c * s * (c * s) = c ^ 2 := by linear_combination c ^ 2 * h
  have e2 : c ^ 2 * (c * s) + c * s * s ^ 2 = c * s := by linear_combination c * s * h
  have e3 : c * s * c ^ 2 + s ^ 2 * (c * s) = c * s := by linear_combination c * s * h
  have e4 : c * s * (c * s) + s ^ 2 * s ^ 2 = s ^ 2 := by linear_combination s ^ 2 * h
  rw [Matrix.mul_fin_two, e1, e2, e3, e4]
```

Let P project onto the first axis and Q onto the line at angle θ. Their difference has the matrix

first row: sin²θ, −cos θ sin θ

second row: −cos θ sin θ, −sin²θ

Apply it to x = (cos θ, sin θ − 1). The first component is

sin²θ cos θ − cos θ sin θ(sin θ − 1) = sin θ cos θ,

and the second is

−cos²θ sin θ − sin²θ(sin θ − 1) = −sin θ + sin²θ = sin θ(sin θ − 1).

Thus Ax = sin θ x. If cos θ ≠ 0, the first component of x is nonzero, so x ≠ 0, and sin²θ = 1 − cos²θ differs from 1. These are the three conclusions of the theorem, and together with idempotency they supply every hypothesis of `eigenvector_pairing`.

The vector x is not normalised. Its squared length is 2(1 − sin θ), so the unit eigenvector is x/√(2(1 − sin θ)). Multiplying x by B gives the partner explicitly:

Bx = −cos θ (1 − sin θ, cos θ),

with eigenvalue −sin θ. When θ = 0 the lines coincide, A = 0, and both eigenvalues are zero.

```lean
/-- If `cos θ ≠ 0`, the vector `(cos θ, sin θ - 1)` is an eigenvector, with eigenvalue `sin θ`, of
the projector onto the first axis minus the projector onto the line at angle `θ` to it, and `sin θ ^
2 ≠ 1`. -/
theorem eigenvector_pairing_witness (θ : ℝ) (hc : Real.cos θ ≠ 0) :
    projDiff (lineProj 0) (lineProj θ) ![Real.cos θ, Real.sin θ - 1] =
        Real.sin θ • ![Real.cos θ, Real.sin θ - 1] ∧
      ![Real.cos θ, Real.sin θ - 1] ≠ 0 ∧ Real.sin θ ^ 2 ≠ 1 := by
  have h := Real.sin_sq_add_cos_sq θ
  refine ⟨?_, fun h0 => hc (by simpa using congrFun h0 0), fun h1 => ?_⟩
  · ext i
    fin_cases i
    · simp [projDiff, lineProj, Matrix.toLin'_apply]
      linear_combination (-Real.cos θ) * h
    · simp [projDiff, lineProj, Matrix.toLin'_apply]
      linear_combination (-Real.sin θ) * h
  · have h2 : Real.cos θ ^ 2 = 0 := by linarith
    exact hc ((pow_eq_zero_iff two_ne_zero).1 h2)

end

end ProjectorDifference
```

```lean
#print axioms ProjectorDifference.finrank_eigenspace_neg
-- 'ProjectorDifference.finrank_eigenspace_neg' depends on axioms: [propext, Classical.choice, Quot.sound]
#print axioms ProjectorDifference.principal_angle
-- 'ProjectorDifference.principal_angle' depends on axioms: [propext, Classical.choice, Quot.sound]
#print axioms ProjectorDifference.unpaired_at_one
-- 'ProjectorDifference.unpaired_at_one' depends on axioms: [propext, Classical.choice, Quot.sound]
#print axioms ProjectorDifference.lineProj_idempotent
-- 'ProjectorDifference.lineProj_idempotent' depends on axioms: [propext, Classical.choice, Quot.sound]
```

## Comparing two Slater determinants

For two Slater determinants, P and Q can be the orthogonal projectors onto the spaces spanned by their occupied spin orbitals. In an orthonormal basis, the matrices of P and Q are the one-particle density matrices of the determinants. The eigenvalues of the difference of these matrices that lie strictly between −1 and 1 then come in pairs ±a, apart from zeros, and each pair describes an orbital rotation between the determinants.

In a code with a real, non-orthogonal basis, let S be the overlap matrix, and take two determinants whose orbitals are real and each purely spin-up or spin-down. Let D₁ and D₂ be their density matrices for one spin channel, both in the same basis and at the same geometry. Idempotency reads D₁SD₁ = D₁ and D₂SD₂ = D₂, so P = D₁S and Q = D₂S are projectors on coefficient vectors. Given an eigenvector x of (D₁ − D₂)S with a nonzero eigenvalue a strictly between −1 and 1, its partner is obtained from matrix-vector products alone:

y = x − D₁Sx − D₂Sx.

If xᵀSx = 1, then yᵀSy = 1 − a², because B is self-adjoint in the inner product defined by S; this normalisation is an addition to the checked theorems. Dividing y by √(1 − a²) gives a normalised partner, but the division amplifies rounding errors when |a| is close to 1. The residual (D₁ − D₂)Sy + ay should vanish to working accuracy. If it does not, possible causes are a density matrix that is not idempotent, for instance because of smeared occupations, or an eigenvector x that is not converged.
